# A nonzero gap between energy levels at powers of three determines both levels

The declaration concerns energy levels with the dimensionless values 3^a, where a is a natural number. It says that if 3^a − 3^b = 3^c − 3^d and a ≠ b, then a = c and b = d, so a nonzero signed gap occurs for only one ordered pair of levels. The hypothesis is written with sums, 3^a + 3^d = 3^c + 3^b, which avoids subtraction in the natural numbers. The proof first shows in `key` that two powers of three with exponents below z add up to less than 3^z. From this it deduces that the larger exponents on the two sides agree, and it then cancels the equal powers.

This version doesn't compile in Lean 4 with Mathlib:

```lean
import Mathlib

open Matrix Module

namespace GapDeterminesLevels

noncomputable section

/-- Among the levels `3^a`, a gap between two different levels determines both levels. -/
theorem gap_determines_levels {a b c d : ℕ} (h : 3 ^ a + 3 ^ d = 3 ^ c + 3 ^ b)
    (hab : a ≠ b) : a = c ∧ b = d := by
  have inj : ∀ x y : ℕ, 3 ^ x = 3 ^ y → x = y := fun x y hxy =>
    Nat.pow_right_injective (by norm_num : 2 ≤ 3) hxy
  have key : ∀ x y z : ℕ, x < z → y < z → 3 ^ x + 3 ^ y < 3 ^ z := by
    intro x y z hx hy
    obtain ⟨m, rfl⟩ : ∃ m, z = m + 1 := ⟨z - 1, by omega⟩
    have h1 : 3 ^ x ≤ 3 ^ m := Nat.pow_le_pow_right (by norm_num) (by omega)
    have h2 : 3 ^ y ≤ 3 ^ m := Nat.pow_le_pow_right (by norm_num) (by omega)
    have h3 : 0 < 3 ^ m := by positivity
    rw [pow_succ]
    omega
  -- the larger exponents on the two sides agree
  have k1 : ¬(a < c ∧ d < c) := fun q => by have := key a d c q.1 q.2; omega
  have k2 : ¬(a < b ∧ d < b) := fun q => by have := key a d b q.1 q.2; omega
  have k3 : ¬(c < a ∧ b < a) := fun q => by have := key c b a q.1 q.2; omega
  have k4 : ¬(c < d ∧ b < d) := fun q => by have := key c b d q.1 q.2; omega
  have hcase : a = c ∨ d = b ∨ d = c := by omega
  rcases hcase with rfl | rfl | rfl
  · exact ⟨rfl, inj _ _ (by omega)⟩
  · exact ⟨inj _ _ (by omega), rfl⟩
  · exact absurd (inj a b (by omega)) hab

end

end GapDeterminesLevels
```

Compiling this gives:

```
Main.lean:23:71: error: omega could not prove the goal:
a possible counterexample may satisfy the constraints
  j ≥ 0
  i ≥ 0
  g ≥ 0
  g - j ≤ -1
  f ≥ 0
  f - g ≥ 1
  f - i ≥ 1
  e ≤ -1
where
 e := ↑3 ^ b
 f := ↑c
 g := ↑a
 i := ↑d
 j := ↑b
Main.lean:24:71: error: omega could not prove the goal:
a possible counterexample may satisfy the constraints
  j ≥ 0
  i ≥ 0
  g ≥ 0
  g - j ≥ 0
  f ≥ 0
  f - g ≥ 1
  f - i ≥ 1
  e ≤ -1
where
 e := ↑3 ^ c
 f := ↑b
 g := ↑a
 i := ↑d
 j := ↑c
Main.lean:25:71: error: omega could not prove the goal:
a possible counterexample may satisfy the constraints
  i ≥ 0
  g ≥ 0
  f ≥ 0
  f - g ≥ 1
  f - i ≥ 1
  e ≤ -1
where
 e := ↑3 ^ d
 f := ↑a
 g := ↑c
 i := ↑b
Main.lean:26:71: error: omega could not prove the goal:
a possible counterexample may satisfy the constraints
  k ≥ 0
  j ≥ 0
  j - k ≤ -1
  i ≥ 0
  i - j ≥ 1
  i - k ≥ 1
  e - f - g ≥ 1
where
 e := ↑3 ^ d
 f := ↑3 ^ c
 g := ↑3 ^ b
 i := ↑d
 j := ↑b
 k := ↑a
```

What went wrong. All four errors come from the `omega` calls that prove `k1` to `k4`. In each, the inequality from `key` contradicts `h` only if the remaining power is not negative. For `k1`, `key` gives 3^a + 3^d < 3^c, and with `h` this forces 3^b < 0.

That is absurd for a natural number, but `omega` works over the integers and here treats the power `↑3 ^ b` as an unknown without using the fact that it is nonnegative. Its possible counterexample therefore has `e ≤ -1` with `e := ↑3 ^ b`. The next two messages show the same for 3^c and 3^d. In the fourth, the constraint `e - f - g ≥ 1` says that 3^d exceeds 3^c + 3^b, which by `h` makes 3^a negative.

The repair proves with `positivity` that each of the four powers is positive. `omega` uses these facts from the context: `pb` closes `k1`, `pc` closes `k2`, `pd` closes `k3` and `pa` closes `k4`.

The change, after which it compiles:

```diff
@@ -20,4 +20,8 @@
     rw [pow_succ]
     omega
+  have pa : 0 < 3 ^ a := by positivity
+  have pb : 0 < 3 ^ b := by positivity
+  have pc : 0 < 3 ^ c := by positivity
+  have pd : 0 < 3 ^ d := by positivity
   -- the larger exponents on the two sides agree
   have k1 : ¬(a < c ∧ d < c) := fun q => by have := key a d c q.1 q.2; omega
```
